# The curl of an energy gradient taken at fixed amplitudes

Let the energy $E(x,t)$ be $C^2$ in nuclear coordinates $x$ and amplitudes $t$, and let the amplitudes $t(x)$ be differentiable at $x$: the nuclear gradient taken at fixed amplitudes and evaluated at $t(x)$ then has curl $\langle E_{vt},t_u\rangle-\langle E_{ut},t_v\rangle$ in the plane of nuclear displacements $u$ and $v$, where subscripts denote derivatives. For two coordinates $(x,y)$ with $E=xt$ and $t=y$, the corresponding force does work 1 counterclockwise around the unit square, and along an explicit Newton trajectory the kinetic energy plus $E$ drifts.

```lean
import Mathlib

open ContinuousLinearMap

namespace UnrelaxedForces

noncomputable section

variable {X T : Type*} [NormedAddCommGroup X] [NormedSpace ℝ X]
  [NormedAddCommGroup T] [NormedSpace ℝ T]

/-- The unrelaxed gradient: the derivative of the energy `E(x, t)` with respect to the nuclear
coordinates at fixed amplitudes, evaluated at the amplitudes `t(x)`. -/
def unrelaxedGradient (E : X × T → ℝ) (t : X → T) (x : X) : X →L[ℝ] ℝ :=
  (fderiv ℝ E (x, t x)).comp (inl ℝ X T)

/-- The curl of a differentiable covector field `g` in the plane of the displacements `u`, `v`:
the derivative along `u` of the component `g_v`, minus the derivative along `v` of `g_u`. -/
def curl (g : X → X →L[ℝ] ℝ) (x u v : X) : ℝ :=
  fderiv ℝ g x u v - fderiv ℝ g x v u

/-- The mixed second derivative of a twice differentiable energy at the point `p`, once along the
nuclear displacement `u` and once along the amplitude change `τ`. -/
def mixedDerivative (E : X × T → ℝ) (p : X × T) (u : X) (τ : T) : ℝ :=
  fderiv ℝ (fderiv ℝ E) p (0, τ) (u, 0)

/-- For a C² energy and amplitudes differentiable at `x`, the derivative along `u` of the
`v`-component of the unrelaxed gradient is the second derivative of `E` at `(x, t(x))`, taken along
`(u, t_u)` and `(v, 0)`, where `t_u` is the derivative of the amplitudes along `u`. -/
theorem fderiv_unrelaxedGradient {E : X × T → ℝ} {t : X → T} {x : X}
    (hE : ContDiff ℝ 2 E) (ht : DifferentiableAt ℝ t x) (u v : X) :
    fderiv ℝ (unrelaxedGradient E t) x u v =
      fderiv ℝ (fderiv ℝ E) (x, t x) (u, fderiv ℝ t x u) (v, 0) := by
  have hd : Differentiable ℝ (fderiv ℝ E) :=
    (hE.fderiv_right (m := 1) (by norm_num)).differentiable (by norm_num)
  have h1 : HasFDerivAt (fun z => (z, t z))
      ((ContinuousLinearMap.id ℝ X).prod (fderiv ℝ t x)) x :=
    (hasFDerivAt_id x).prodMk ht.hasFDerivAt
  -- chain rule along the amplitude surface, then restriction to nuclear displacements
  have h2 := HasFDerivAt.comp x (hd (x, t x)).hasFDerivAt h1
  have h3 := (((compL ℝ X (X × T) ℝ).flip (inl ℝ X T)).hasFDerivAt).comp x h2
  have h4 : HasFDerivAt (unrelaxedGradient E t) _ x := h3
  rw [h4.fderiv]
  rfl

/-- For a C² energy and amplitudes differentiable at `x`, the curl of the unrelaxed gradient is
`⟨E_vt, t_u⟩ - ⟨E_ut, t_v⟩`. -/
theorem curl_unrelaxedGradient {E : X × T → ℝ} {t : X → T} {x : X}
    (hE : ContDiff ℝ 2 E) (ht : DifferentiableAt ℝ t x) (u v : X) :
    curl (unrelaxedGradient E t) x u v =
      mixedDerivative E (x, t x) v (fderiv ℝ t x u) -
        mixedDerivative E (x, t x) u (fderiv ℝ t x v) := by
  have h0 : Differentiable ℝ E := hE.differentiable (by norm_num)
  have hd : Differentiable ℝ (fderiv ℝ E) :=
    (hE.fderiv_right (m := 1) (by norm_num)).differentiable (by norm_num)
  -- the purely nuclear second derivatives are symmetric and cancel
  have hsymm := second_derivative_symmetric (fun p => (h0 p).hasFDerivAt)
    (hd (x, t x)).hasFDerivAt (u, (0 : T)) (v, (0 : T))
  have split : ∀ (a : X) (b : T) (c : X),
      fderiv ℝ (fderiv ℝ E) (x, t x) (a, b) (c, 0) =
        fderiv ℝ (fderiv ℝ E) (x, t x) (a, 0) (c, 0) +
          fderiv ℝ (fderiv ℝ E) (x, t x) (0, b) (c, 0) := by
    intro a b c
    rw [← add_apply, ← map_add, Prod.mk_add_mk, add_zero, zero_add]
  unfold curl mixedDerivative
  rw [fderiv_unrelaxedGradient hE ht, fderiv_unrelaxedGradient hE ht,
    split u _ v, split v _ u]
  linear_combination hsymm

/-- For differentiable energy and amplitudes, the gradient of `E(x, t(x))` is the unrelaxed
gradient plus the response of the amplitudes. -/
theorem total_gradient {E : X × T → ℝ} {t : X → T} {x : X}
    (hE : DifferentiableAt ℝ E (x, t x)) (ht : DifferentiableAt ℝ t x) :
    HasFDerivAt (fun z => E (z, t z))
      (unrelaxedGradient E t x +
        (fderiv ℝ E (x, t x)).comp ((inr ℝ X T).comp (fderiv ℝ t x))) x := by
  have h1 : HasFDerivAt (fun z => (z, t z))
      ((ContinuousLinearMap.id ℝ X).prod (fderiv ℝ t x)) x :=
    (hasFDerivAt_id x).prodMk ht.hasFDerivAt
  have h2 := HasFDerivAt.comp x hE.hasFDerivAt h1
  refine h2.congr_fderiv (ContinuousLinearMap.ext fun u => ?_)
  change fderiv ℝ E (x, t x) (u, fderiv ℝ t x u) =
    fderiv ℝ E (x, t x) (u, 0) + fderiv ℝ E (x, t x) (0, fderiv ℝ t x u)
  rw [← map_add, Prod.mk_add_mk, add_zero, zero_add]

/-- If energy and amplitudes are differentiable and the energy is stationary in the amplitudes
at `(x, t(x))`, the unrelaxed gradient at `x` is the exact gradient of `E(x, t(x))`. -/
theorem exact_of_stationary {E : X × T → ℝ} {t : X → T} {x : X}
    (hE : DifferentiableAt ℝ E (x, t x)) (ht : DifferentiableAt ℝ t x)
    (hs : ∀ τ : T, fderiv ℝ E (x, t x) (0, τ) = 0) :
    HasFDerivAt (fun z => E (z, t z)) (unrelaxedGradient E t x) x := by
  refine (total_gradient hE ht).congr_fderiv (ContinuousLinearMap.ext fun u => ?_)
  change unrelaxedGradient E t x u + fderiv ℝ E (x, t x) (0, fderiv ℝ t x u) = _
  rw [hs, add_zero]

/-- A covector field whose curl is nonzero at some point is not the gradient of any potential. -/
theorem no_potential_of_curl_ne_zero {g : X → X →L[ℝ] ℝ} {x u v : X}
    (h : curl g x u v ≠ 0) : ¬ ∃ V : X → ℝ, ∀ z, HasFDerivAt V (g z) z := by
  rintro ⟨V, hV⟩
  by_cases hg : DifferentiableAt ℝ g x
  · exact h (sub_eq_zero.2 (second_derivative_symmetric hV hg.hasFDerivAt u v))
  · exact h (by simp [curl, fderiv_zero_of_not_differentiableAt hg])

/-- The model energy `E(x, y, t) = x t`. -/
def modelEnergy (p : (ℝ × ℝ) × ℝ) : ℝ := p.1.1 * p.2

/-- The model amplitude `t(x, y) = y`. -/
def modelAmplitude (r : ℝ × ℝ) : ℝ := r.2

/-- The work done by the force `-g` once counterclockwise around the unit square, for a field `g`
that is continuous on its edges. -/
def squareWork (g : ℝ × ℝ → ℝ × ℝ →L[ℝ] ℝ) : ℝ :=
  -((∫ s in (0 : ℝ)..1, g (s, 0) (1, 0)) + (∫ s in (0 : ℝ)..1, g (1, s) (0, 1))
    - (∫ s in (0 : ℝ)..1, g (s, 1) (1, 0)) - (∫ s in (0 : ℝ)..1, g (0, s) (0, 1)))

/-- The unrelaxed gradient of the model is `(y, 0)`. -/
theorem model_gradient (r u : ℝ × ℝ) :
    unrelaxedGradient modelEnergy modelAmplitude r u = r.2 * u.1 := by
  have h := (((fst ℝ ℝ ℝ).comp (fst ℝ (ℝ × ℝ) ℝ)).hasFDerivAt
    (x := (r, modelAmplitude r))).mul
    ((snd ℝ (ℝ × ℝ) ℝ).hasFDerivAt (x := (r, modelAmplitude r)))
  have h' : HasFDerivAt modelEnergy _ (r, modelAmplitude r) := h
  change fderiv ℝ modelEnergy (r, modelAmplitude r) (u, 0) = _
  rw [h'.fderiv]
  simp [modelAmplitude]

/-- In the model the unrelaxed force does work 1 around the unit square. -/
theorem model_squareWork :
    squareWork (unrelaxedGradient modelEnergy modelAmplitude) = 1 := by
  norm_num [squareWork, model_gradient]

/-- The unrelaxed gradient of the model is not the gradient of any potential. -/
theorem model_no_potential : ¬ ∃ V : ℝ × ℝ → ℝ,
    ∀ r, HasFDerivAt V (unrelaxedGradient modelEnergy modelAmplitude r) r := by
  -- the field is linear in the position, so it is its own derivative
  have hg : unrelaxedGradient modelEnergy modelAmplitude =
      ⇑((snd ℝ ℝ ℝ).smulRight (fst ℝ ℝ ℝ)) := by
    funext r
    refine ContinuousLinearMap.ext fun u => ?_
    rw [model_gradient]
    simp
  apply no_potential_of_curl_ne_zero (x := (0, 0)) (u := (1, 0)) (v := (0, 1))
  rw [curl, hg, ContinuousLinearMap.fderiv]
  simp

/-- The trajectory `x = -s³/6`, `y = s` as a function of the time `s`. -/
def modelPath (s : ℝ) : ℝ × ℝ := (-1 / 6 * s ^ 3, s)

/-- The velocity `(-s²/2, 1)` at the time `s`. -/
def modelVelocity (s : ℝ) : ℝ × ℝ := (-1 / 2 * s ^ 2, 1)

/-- The model trajectory obeys Newton's equation for unit mass with the unrelaxed force, and its
kinetic energy plus `E(x, y, t(x, y))` is `1/2 - s⁴/24` at time `s`. -/
theorem model_energy_drift (s : ℝ) :
    HasDerivAt modelPath (modelVelocity s) s ∧
    (∃ a : ℝ × ℝ, HasDerivAt modelVelocity a s ∧ ∀ u : ℝ × ℝ,
      a.1 * u.1 + a.2 * u.2 =
        -unrelaxedGradient modelEnergy modelAmplitude (modelPath s) u) ∧
    ((modelVelocity s).1 ^ 2 + (modelVelocity s).2 ^ 2) / 2 +
      modelEnergy (modelPath s, modelAmplitude (modelPath s)) = 1 / 2 - s ^ 4 / 24 := by
  have hx : HasDerivAt (fun z : ℝ => -1 / 6 * z ^ 3) (-1 / 2 * s ^ 2) s := by
    refine ((hasDerivAt_pow 3 s).const_mul (-1 / 6 : ℝ)).congr_deriv ?_
    change -1 / 6 * (((3 : ℕ) : ℝ) * s ^ 2) = -1 / 2 * s ^ 2
    push_cast
    ring
  have hv : HasDerivAt (fun z : ℝ => -1 / 2 * z ^ 2) (-s) s := by
    refine ((hasDerivAt_pow 2 s).const_mul (-1 / 2 : ℝ)).congr_deriv ?_
    change -1 / 2 * (((2 : ℕ) : ℝ) * s ^ 1) = -s
    push_cast
    ring
  refine ⟨hx.prodMk (hasDerivAt_id' s),
    ⟨(-s, 0), hv.prodMk (hasDerivAt_const s (1 : ℝ)), fun u => ?_⟩, ?_⟩
  · rw [model_gradient]
    simp only [modelPath]
    ring
  · simp only [modelVelocity, modelEnergy, modelAmplitude, modelPath]
    ring

end

end UnrelaxedForces
```

```lean
#print axioms UnrelaxedForces.curl_unrelaxedGradient
#print axioms UnrelaxedForces.model_squareWork
#print axioms UnrelaxedForces.model_no_potential
#print axioms UnrelaxedForces.model_energy_drift
```

```
'UnrelaxedForces.curl_unrelaxedGradient' depends on axioms: [propext, Classical.choice, Quot.sound]
'UnrelaxedForces.model_squareWork' depends on axioms: [propext, Classical.choice, Quot.sound]
'UnrelaxedForces.model_no_potential' depends on axioms: [propext, Classical.choice, Quot.sound]
'UnrelaxedForces.model_energy_drift' depends on axioms: [propext, Classical.choice, Quot.sound]
```

## Nuclear displacements, amplitudes and covectors

The type `X` holds nuclear configurations and `T` holds amplitudes. Both are arbitrary real normed spaces, so two coordinates and $n$ real amplitudes are a special case. The energy is a function `E : X × T → ℝ`, and `t : X → T` assigns amplitudes to each configuration.

A gradient is represented as a covector, a linear map that takes a displacement $u$ to the first-order energy change along $u$. This needs no inner product. `unrelaxedGradient E t x` is the derivative of $E$ at $(x,t(x))$, restricted to displacements $(u,0)$ that leave the amplitudes alone. Writing $g$ for this field and $g_v(x)=g(x)(v)$ for its component along $v$, `curl` is

$$\operatorname{curl} g(x;u,v)=\partial_u g_v(x)-\partial_v g_u(x).$$

Where two single coordinates are written $x$ and $y$, the letter $x$ names one coordinate and not the whole configuration. For unit displacements $u$ along $x$ and $v$ along $y$, the curl is the usual $\partial_x g_y-\partial_y g_x$. The pairing $\langle E_{vt},\tau\rangle$ is `mixedDerivative E p v τ`: the second derivative of $E$ at the point $p$, once along the nuclear displacement $v$ and once along the amplitude change $\tau$. The vector $t_u$ is `fderiv ℝ t x u`.

The amplitudes need not solve any particular equations; only their differentiability at $x$ enters the curl formula. The energy is assumed $C^2$ on the whole space, which fails for a molecular energy where nuclei coincide. The curl at $x$ depends only on $E$ near $(x,t(x))$, however. In finite dimensions, an energy that is $C^2$ near that point can be multiplied by a smooth cutoff that equals 1 close to the point and vanishes outside a closed ball contained in the open region where $E$ is $C^2$. The theorem applies to the product, set to zero outside that ball, and gives the same formula for $E$.

## The omitted term in a coupled-cluster gradient

"Unrelaxed" here means that the response of the amplitudes is left out; in coupled-cluster work the word often means instead that the response of the orbitals is left out. In coupled-cluster doubles with real spin orbitals that vary smoothly with the geometry, the energy is

$$E(x,t)=E_{\mathrm{HF}}(x)+\tfrac14\sum_{ijab}\langle ij\|ab\rangle(x)\,t_{ij}^{ab},$$

where $E_{\mathrm{HF}}$ is the Hartree–Fock energy, $i,j$ label occupied and $a,b$ virtual orbitals, and $\langle ij\|ab\rangle$ are antisymmetrised two-electron integrals. A calculation of the unrelaxed gradient differentiates $E_{\mathrm{HF}}$ and the integrals, including their orbital dependence, and contracts the integral derivatives with the current amplitudes. For coordinates $x$ and $y$ its curl is

$$\tfrac14\sum_{ijab}\left(\partial_y\langle ij\|ab\rangle\,\partial_x t_{ij}^{ab}-\partial_x\langle ij\|ab\rangle\,\partial_y t_{ij}^{ab}\right).$$

The full gradient also contains $\tfrac14\sum_{ijab}\langle ij\|ab\rangle\,\partial_x t_{ij}^{ab}$. For molecular dynamics, the two-coordinate, one-amplitude model below shows that leaving out such a term can make the energy drift even when the equations of motion are solved exactly.

## Why only the mixed derivatives survive

Write $E''$ for the second derivative of $E$ at $(x,t(x))$, a bilinear form. Since $g_v(x)=E'(x,t(x))(v,0)$, moving the nuclei along $u$ also moves the amplitudes by $t_u$, and the chain rule gives

$$\partial_u g_v=E''\big((u,t_u),(v,0)\big)=E''\big((u,0),(v,0)\big)+E''\big((0,t_u),(v,0)\big).$$

Exchanging $u$ and $v$ gives

$$\partial_v g_u=E''\big((v,0),(u,0)\big)+E''\big((0,t_v),(u,0)\big).$$

The purely nuclear terms are equal because second derivatives are symmetric. Subtraction leaves

$$\operatorname{curl} g=\langle E_{vt},t_u\rangle-\langle E_{ut},t_v\rangle.$$

The first equality for $\partial_u g_v$ is `fderiv_unrelaxedGradient`. In its proof, `h1` differentiates $z\mapsto(z,t(z))$, `h2` composes this with the derivative of $E$, and `h3` restricts the result to nuclear displacements. In `curl_unrelaxedGradient`, `split` separates the nuclear and amplitude parts by linearity, `hsymm` supplies the symmetry, and `linear_combination hsymm` performs the cancellation.

A nonzero curl rules out a potential. If $g=V'$ everywhere, then $\partial_u g_v$ and $\partial_v g_u$ are the same second derivative of $V$ taken in two orders, so the curl vanishes wherever $g$ is differentiable. `no_potential_of_curl_ne_zero` uses this symmetry. Its second case is short because Lean assigns a non-differentiable field the derivative zero, which contradicts the assumed nonzero curl.

## Stationary amplitudes restore the exact gradient

Differentiating $E(x,t(x))$ along $u$ gives

$$E'(x,t(x))(u,t_u)=E'(x,t(x))(u,0)+E'(x,t(x))(0,t_u).$$

The first term is the unrelaxed gradient and the second is the amplitude response. This is `total_gradient`, proved by the chain rule followed by the same splitting of a pair. If the energy is stationary in every amplitude direction at $(x,t(x))$, the response vanishes, and `exact_of_stationary` identifies the unrelaxed gradient with the exact one at that point. Both theorems need only differentiability there, not a $C^2$ energy.

Without any stationarity assumption the conclusion can fail. For $E=xt$ and $t=y$, the energy along the amplitudes is $xy$, with gradient $(y,x)$, while the unrelaxed gradient is $(y,0)$. They differ wherever $x\ne0$. Stationarity in every amplitude direction is sufficient but not necessary: it is enough that $E'(x,t(x))(0,\cdot)$ vanishes on the amplitude changes $t_u$ that actually occur.

Stationarity at a single point does not make the curl vanish there. On the line $x=0$ the two gradients of the example agree, yet the curl is $-1$, because the curl also depends on how the field changes nearby.

Coupled-cluster amplitudes usually solve projected equations $R(x,t)=0$ and do not make $E$ stationary. Analytic gradients can use the Lagrangian $L=E+\langle\lambda,R\rangle$, with multipliers $\lambda$ chosen so that $L$ is stationary in $t$; it is stationary in $\lambda$ because $R=0$. When $L$, $t(x)$ and $\lambda(x)$ are differentiable, the fixed-parameter gradient of $L$ is therefore the exact energy gradient.

## Work around a square and drift along a trajectory

In the model, `modelEnergy` is $xt$ and `modelAmplitude` is $y$. Differentiating $xt$ with respect to $(x,y)$ at fixed $t$ gives $(t,0)$, and inserting $t=y$ gives $g=(y,0)$, which is `model_gradient`. Its curl is $\partial_x0-\partial_y y=-1$.

`squareWork` adds the line integrals of the force $-g$ over the four edges, counterclockwise. On the bottom edge $y=0$, so the force vanishes. On the vertical edges the force is perpendicular to the motion. On the top edge the force is $(-1,0)$ and the motion runs in the negative $x$ direction, so the work is 1. `model_squareWork` evaluates these integrals after inserting `model_gradient`.

`model_no_potential` reaches the corresponding conclusion through the curl. The field is linear in position and hence its own derivative, so the curl at the origin can be computed directly and the general theorem applied.

For unit mass, Newton's equations with force $-g$ are $\ddot x=-y$ and $\ddot y=0$, where dots denote derivatives with respect to the time $s$. One solution is

$$x(s)=-\frac{s^3}{6},\qquad y(s)=s,\qquad \dot x(s)=-\frac{s^2}{2},\qquad \dot y(s)=1.$$

Its kinetic energy plus $E$ is

$$\frac12\left(\frac{s^4}{4}+1\right)-\frac{s^4}{6}=\frac12-\frac{s^4}{24}.$$

The three parts of `model_energy_drift` state that `modelVelocity` is the derivative of `modelPath`, that the acceleration equals the unrelaxed force, and that the energy has this value. The proof differentiates the two powers of $s$ in `hx` and `hv`, supplies the acceleration $(-s,0)$, and leaves the remaining identities to `ring`.

The drift rate $-s^3/6$ is the missing response term: $E_t\,\dot t=x\dot y=-s^3/6$.
